# The smallest term of the series Σ n!/Nⁿ has order N and is at most e √N exp(−N)

Take the terms n!/2ⁿ. From order 0 on they are

1, 1/2, 1/2, 3/4, 3/2, …

Each step multiplies by (n+1)/2: first 1/2, then 1, then 3/2 and more. The power of the small parameter wins at first and the factorial wins later, so the smallest value, 1/2, is taken at orders 1 and 2, between which the multiplier is exactly 1.

Adiabatic expansions can behave in this way. Their small parameter ε compares the internal time scale, set by the energy gap, with the time over which the Hamiltonian changes, and repeated time derivatives can make the coefficients grow factorially. Here that growth is assumed, not derived from a Hamiltonian.

```lean
import Mathlib

open scoped Nat

namespace AdiabaticSmallestTerm

noncomputable section
```

## Terms of size n! εⁿ

Write the size of the term of order n as

a_n = n! εⁿ.

In Lean this is `adiabaticTerm ε n`, with ε a dimensionless real number, taken positive when a_n is read as a size, and n a natural number starting at 0. Signs, operators and the remainder after truncation are not modelled.

```lean
/-- For `ε > 0`, the size of the term of order `n` in a factorially divergent adiabatic series with
small parameter `ε`, namely `n! ε ^ n`. -/
def adiabaticTerm (ε : ℝ) (n : ℕ) : ℝ := (n ! : ℝ) * ε ^ n
```

Since (n+1)! = (n+1) n!, consecutive terms satisfy

a_{n+1} = (n+1) ε a_n.

```lean
/-- Passing from order `n` to order `n + 1` multiplies the term by `(n + 1) ε`. -/
theorem adiabaticTerm_succ (ε : ℝ) (n : ℕ) :
    adiabaticTerm ε (n + 1) = ((n : ℝ) + 1) * ε * adiabaticTerm ε n := by
  unfold adiabaticTerm
  rw [Nat.factorial_succ]
  push_cast
  ring
```

## The turning point

Let ε > 0 and suppose that N ε ≤ 1 ≤ (N+1) ε. For m ≥ N the multiplier is (m+1) ε ≥ (N+1) ε ≥ 1, so the terms do not decrease. For m+1 ≤ N it is (m+1) ε ≤ N ε ≤ 1, so they do not increase. Hence a_N ≤ a_n for every n. The proof splits on whether n lies above or below N and runs one induction on each side.

```lean
/-- For `ε > 0`, an order `N` with `N ε ≤ 1 ≤ (N + 1) ε` carries the smallest term of the
series. -/
theorem adiabaticTerm_min {ε : ℝ} (hε : 0 < ε) {N : ℕ} (h1 : (N : ℝ) * ε ≤ 1)
    (h2 : 1 ≤ ((N : ℝ) + 1) * ε) (n : ℕ) :
    adiabaticTerm ε N ≤ adiabaticTerm ε n := by
  have hpos : ∀ k, 0 ≤ adiabaticTerm ε k := fun k => by
    unfold adiabaticTerm
    positivity
  rcases le_total N n with h | h
  · -- from order `N` on the terms do not decrease
    induction n, h using Nat.le_induction with
    | base => exact le_rfl
    | succ m hm ih =>
      refine ih.trans ?_
      rw [adiabaticTerm_succ]
      have hc : (N : ℝ) ≤ m := by exact_mod_cast hm
      exact le_mul_of_one_le_left (hpos m) (by nlinarith)
  · -- up to order `N` the terms do not increase
    have key : ∀ m, n ≤ m → m ≤ N → adiabaticTerm ε m ≤ adiabaticTerm ε n := by
      intro m hm
      induction m, hm using Nat.le_induction with
      | base => exact fun _ => le_rfl
      | succ m hm ih =>
        intro hmN
        refine le_trans ?_ (ih (by omega))
        rw [adiabaticTerm_succ]
        have hc : (m : ℝ) + 1 ≤ N := by exact_mod_cast hmN
        exact mul_le_of_le_one_left (hpos m) (by nlinarith)
    exact key N h le_rfl
```

## How small N! is compared with N^N

For N ≥ 1 define

s_N = N! / (√(2N) (N/e)^N).

Taking logarithms gives

ln s_N − ln s_{N+1} = (N + 1/2) ln(1 + 1/N) − 1 ≥ 0,

because ln(1 + 1/N) is the integral of the convex function 1/x from N to N+1, which is at least its midpoint value 1/(N + 1/2). So s_N ≤ s_1 = e/√2, and therefore

N! ≤ (e/√2) √(2N) (N/e)^N = e √N exp(−N) N^N.

Mathlib supplies the monotonicity as `Stirling.stirlingSeq'_antitone`; the rest of the proof clears denominators and cancels √2.

```lean
/-- Stirling-type upper bound: `N! ≤ e √N exp(-N) N ^ N` for every `N ≥ 1`. -/
theorem factorial_le_stirling {N : ℕ} (hN : 1 ≤ N) :
    (N ! : ℝ) ≤ Real.exp 1 * Real.sqrt N * Real.exp (-(N : ℝ)) * (N : ℝ) ^ N := by
  -- the Stirling sequence decreases from its value at `N = 1`
  have mono : ∀ m : ℕ, Stirling.stirlingSeq (m + 1) ≤ Stirling.stirlingSeq 1 :=
    fun m => Stirling.stirlingSeq'_antitone (Nat.zero_le m)
  have h : Stirling.stirlingSeq N ≤ Stirling.stirlingSeq 1 := by
    have h' := mono (N - 1)
    rwa [Nat.sub_add_cancel hN] at h'
  have hN0 : 0 < N := hN
  have hx : (0 : ℝ) < N := by exact_mod_cast hN0
  have e1 : ((N : ℝ) / Real.exp 1) ^ N = Real.exp (-(N : ℝ)) * (N : ℝ) ^ N := by
    rw [div_pow, ← Real.exp_nat_mul, mul_one, Real.exp_neg]
    ring
  rw [Stirling.stirlingSeq_one] at h
  unfold Stirling.stirlingSeq at h
  rw [e1, Real.sqrt_mul (by norm_num : (0 : ℝ) ≤ 2),
    div_le_div_iff₀ (by positivity) (by positivity)] at h
  refine le_of_mul_le_mul_right ?_ (show (0 : ℝ) < Real.sqrt 2 by positivity)
  calc _ ≤ _ := h
    _ = _ := by ring
```

Multiply by ε^N, with ε ≥ 0 and N ε ≤ 1:

a_N ≤ e √N exp(−N) (N ε)^N ≤ e √N exp(−N).

```lean
/-- For `ε ≥ 0` and an order `N ≥ 1` with `N ε ≤ 1`, the term of order `N` is at most
`e √N exp(-N)`. -/
theorem adiabaticTerm_le {ε : ℝ} (hε : 0 ≤ ε) {N : ℕ} (hN : 1 ≤ N)
    (h1 : (N : ℝ) * ε ≤ 1) :
    adiabaticTerm ε N ≤ Real.exp 1 * Real.sqrt N * Real.exp (-(N : ℝ)) := by
  have hp : ((N : ℝ) * ε) ^ N ≤ 1 := pow_le_one₀ (by positivity) h1
  calc adiabaticTerm ε N
      ≤ (Real.exp 1 * Real.sqrt N * Real.exp (-(N : ℝ)) * (N : ℝ) ^ N) * ε ^ N :=
        mul_le_mul_of_nonneg_right (factorial_le_stirling hN) (by positivity)
    _ = (Real.exp 1 * Real.sqrt N * Real.exp (-(N : ℝ))) * ((N : ℝ) * ε) ^ N := by
        rw [mul_pow]
        ring
    _ ≤ _ := mul_le_of_le_one_right (by positivity) hp
```

## Small parameter 1/N

Set ε = 1/N. Then N ε = 1 and (N+1) ε = 1 + 1/N ≥ 1, so both results apply. `smallest_term` states, for every N ≥ 1, that N!/N^N ≤ n!/Nⁿ for all n, and that N!/N^N ≤ e √N exp(−N). At N = 1 the second inequality is an equality.

```lean
/-- With small parameter `1 / N`, `N ≥ 1`, the series with terms `n! / N ^ n` has its smallest
term at order `N`, and that term is at most `e √N exp(-N)`. -/
theorem smallest_term {N : ℕ} (hN : 1 ≤ N) :
    (∀ n : ℕ, (N ! : ℝ) / (N : ℝ) ^ N ≤ (n ! : ℝ) / (N : ℝ) ^ n) ∧
      (N ! : ℝ) / (N : ℝ) ^ N ≤ Real.exp 1 * Real.sqrt N * Real.exp (-(N : ℝ)) := by
  have hx : (0 : ℝ) < N := by exact_mod_cast hN
  have e : ∀ n : ℕ, (n ! : ℝ) / (N : ℝ) ^ n = adiabaticTerm (1 / N) n := fun n => by
    rw [adiabaticTerm, one_div, inv_pow, div_eq_mul_inv]
  have hε : (0 : ℝ) < 1 / N := by positivity
  have h1 : (N : ℝ) * (1 / N) = 1 := mul_one_div_cancel hx.ne'
  have h2 : 1 ≤ ((N : ℝ) + 1) * (1 / N) := by
    rw [add_mul, h1]
    linarith
  constructor
  · intro n
    rw [e N, e n]
    exact adiabaticTerm_min hε h1.le h2 n
  · rw [e N]
    exact adiabaticTerm_le hε.le hN h1.le
```

For N = 5 the terms from order 3 to order 6 are 0.048, 0.0384, 0.0384 and 0.04608. The bound is √5 exp(−4) ≈ 0.0410, slightly above the smallest term.

The smallest value is repeated whenever 1/ε is a positive whole number. At ε = 1/(N+1) the multiplier from order N to order N+1 is exactly 1, so the smallest term need not be unique.

```lean
/-- With small parameter `1 / (N + 1)` the terms of orders `N + 1` and `N` are equal. -/
theorem adiabaticTerm_tie (N : ℕ) :
    adiabaticTerm (1 / ((N : ℝ) + 1)) (N + 1) = adiabaticTerm (1 / ((N : ℝ) + 1)) N := by
  have h : (N : ℝ) + 1 ≠ 0 := by positivity
  rw [adiabaticTerm_succ, mul_one_div_cancel h, one_mul]
```

## A floor under every term

One term of the exponential series is at most its sum. With x = 1/ε,

1/a_n = xⁿ/n! ≤ exp(1/ε), hence a_n ≥ exp(−1/ε).

```lean
/-- For `ε > 0`, no term of the series is smaller than `exp(-1/ε)`. -/
theorem exp_le_adiabaticTerm {ε : ℝ} (hε : 0 < ε) (n : ℕ) :
    Real.exp (-(1 / ε)) ≤ adiabaticTerm ε n := by
  -- a single term of the exponential series is below its sum
  have h := Real.pow_div_factorial_le_exp (1 / ε) (by positivity) n
  have e : (adiabaticTerm ε n)⁻¹ = (1 / ε) ^ n / (n ! : ℝ) := by
    rw [adiabaticTerm, mul_inv, one_div, inv_pow, div_eq_mul_inv, mul_comm]
  have hpos : 0 < adiabaticTerm ε n := by
    unfold adiabaticTerm
    positivity
  rw [Real.exp_neg]
  exact inv_le_of_inv_le₀ hpos (e.trans_le h)
```

The terms therefore cannot tend to zero, and the series diverges for every ε > 0, however small. Lean expresses this as `¬ Summable`.

```lean
/-- The series with terms `n! ε ^ n` diverges for every `ε > 0`. -/
theorem adiabatic_series_diverges {ε : ℝ} (hε : 0 < ε) :
    ¬ Summable (adiabaticTerm ε) := by
  intro hs
  have h := ge_of_tendsto' hs.tendsto_atTop_zero (exp_le_adiabaticTerm hε)
  exact absurd h (not_le_of_gt (Real.exp_pos _))
```

## Any small parameter up to 1

The same argument covers 0 < ε ≤ 1. Let N = ⌊1/ε⌋, written `⌊1 / ε⌋₊` in Lean; ε ≤ 1 ensures N ≥ 1. From N ≤ 1/ε < N+1 follow both turning-point conditions, and also √N ≤ √(1/ε) and exp(−N) ≤ e exp(−1/ε). Together with the floor this gives

exp(−1/ε) ≤ a_N ≤ e² √(1/ε) exp(−1/ε).

The exponential rate is thus fixed from both sides.

For an adiabatic expansion whose terms have exactly the size n! εⁿ, this locates an order from which on the terms no longer decrease. Whether the truncation error, or a transition amplitude, is as small as that term is a separate question that needs a bound on the remainder.

```lean
/-- For `0 < ε ≤ 1` the smallest term sits at order `⌊1/ε⌋`, and its size lies between
`exp(-1/ε)` and `e² √(1/ε) exp(-1/ε)`. -/
theorem smallest_term_general {ε : ℝ} (hε : 0 < ε) (hε1 : ε ≤ 1) :
    (∀ n, adiabaticTerm ε ⌊1 / ε⌋₊ ≤ adiabaticTerm ε n) ∧
      Real.exp (-(1 / ε)) ≤ adiabaticTerm ε ⌊1 / ε⌋₊ ∧
      adiabaticTerm ε ⌊1 / ε⌋₊ ≤
        Real.exp 2 * Real.sqrt (1 / ε) * Real.exp (-(1 / ε)) := by
  have hle : (⌊1 / ε⌋₊ : ℝ) ≤ 1 / ε := Nat.floor_le (by positivity)
  have hlt : 1 / ε < (⌊1 / ε⌋₊ : ℝ) + 1 := Nat.lt_floor_add_one _
  have hN : 1 ≤ ⌊1 / ε⌋₊ := by
    apply Nat.le_floor
    rw [Nat.cast_one, le_div_iff₀ hε]
    linarith
  have h1 : (⌊1 / ε⌋₊ : ℝ) * ε ≤ 1 := (le_div_iff₀ hε).mp hle
  have h2 : 1 ≤ ((⌊1 / ε⌋₊ : ℝ) + 1) * ε := ((div_lt_iff₀ hε).mp hlt).le
  refine ⟨adiabaticTerm_min hε h1 h2, exp_le_adiabaticTerm hε _, ?_⟩
  -- rounding `1/ε` down costs at most one factor `e`
  have hneg : -(⌊1 / ε⌋₊ : ℝ) ≤ 1 - 1 / ε := by linarith
  have e2 : Real.exp 2 = Real.exp 1 * Real.exp 1 := by
    rw [← Real.exp_add]
    norm_num
  have e3 : Real.exp (1 - 1 / ε) = Real.exp 1 * Real.exp (-(1 / ε)) := by
    rw [← Real.exp_add, sub_eq_add_neg]
  calc adiabaticTerm ε ⌊1 / ε⌋₊
      ≤ Real.exp 1 * Real.sqrt (⌊1 / ε⌋₊ : ℝ) * Real.exp (-(⌊1 / ε⌋₊ : ℝ)) :=
        adiabaticTerm_le hε.le hN h1
    _ ≤ Real.exp 1 * Real.sqrt (1 / ε) * Real.exp (1 - 1 / ε) := by gcongr
    _ = _ := by
        rw [e2, e3]
        ring

end

end AdiabaticSmallestTerm
```

```lean
#print axioms AdiabaticSmallestTerm.smallest_term
-- 'AdiabaticSmallestTerm.smallest_term' depends on axioms: [propext, Classical.choice, Quot.sound]
#print axioms AdiabaticSmallestTerm.adiabaticTerm_tie
-- 'AdiabaticSmallestTerm.adiabaticTerm_tie' depends on axioms: [propext, Classical.choice, Quot.sound]
#print axioms AdiabaticSmallestTerm.adiabatic_series_diverges
-- 'AdiabaticSmallestTerm.adiabatic_series_diverges' depends on axioms: [propext, Classical.choice, Quot.sound]
#print axioms AdiabaticSmallestTerm.smallest_term_general
-- 'AdiabaticSmallestTerm.smallest_term_general' depends on axioms: [propext, Classical.choice, Quot.sound]
```
